# Positive definite stability gives particle-particle RPA real frequencies, with one positive root per particle pair and one negative root per hole pair

Let \(A\), \(B\), \(C\) be real blocks indexed by finite sets \(p\) of particle pairs and \(q\) of hole pairs. If

\[
M=\begin{pmatrix}A&B\\B^T&C\end{pmatrix}
\]

is symmetric and positive definite, then the characteristic polynomial of

\[
N=\begin{pmatrix}A&B\\-B^T&-C\end{pmatrix}
\]

splits into linear factors over \(\mathbb R\). Counted with multiplicity, it has exactly \(|p|\) positive and \(|q|\) negative roots. For particle-particle RPA in a finite real orbital basis, with frequencies measured from twice the chemical potential, the positive roots belong to two-electron addition and the negative roots to two-electron removal, so this fixes the number of each.

```lean
import Mathlib

open Matrix Polynomial

namespace ParticleParticleRPA

noncomputable section

variable {p q n : Type*} [Fintype p] [Fintype q] [Fintype n]
  [DecidableEq p] [DecidableEq q] [DecidableEq n]
```

## Real pair blocks with a shared coupling

The block \(A\) couples particle pairs to each other, \(C\) does the same for hole pairs, and \(B\) mixes the two. Real entries correspond to real orbitals. The same \(B\) appears in both off-diagonal blocks, which is the symmetry of the pair interaction.

In Lean, `stability A B C` is \(M\), and the disjoint union `p ⊕ q` labels its rows and columns.

```lean
/-- The symmetric stability matrix with particle-particle block `A`, hole-hole block `C`
and coupling `B`. -/
def stability (A : Matrix p p ℝ) (B : Matrix p q ℝ) (C : Matrix q q ℝ) :
    Matrix (p ⊕ q) (p ⊕ q) ℝ := fromBlocks A B Bᵀ C
```

The matrix \(N\) is `ppRPA A B C`. Its eigenvalues \(\omega\) are pair frequencies measured from twice the chemical potential. When \(M\) is positive definite, they are positive for adding two electrons and negative for removing two.

```lean
/-- The particle-particle RPA matrix, whose eigenvalues are the pair frequencies. -/
def ppRPA (A : Matrix p p ℝ) (B : Matrix p q ℝ) (C : Matrix q q ℝ) :
    Matrix (p ⊕ q) (p ⊕ q) ℝ := fromBlocks A B (-Bᵀ) (-C)
```

The relative sign between the two rows of blocks is carried by the metric \(J=\mathrm{diag}(1,-1)\), with \(+1\) on every particle pair and \(-1\) on every hole pair.

```lean
/-- The indefinite metric: `+1` on particle pairs and `-1` on hole pairs. -/
def metric (p q : Type*) [DecidableEq p] [DecidableEq q] : Matrix (p ⊕ q) (p ⊕ q) ℝ :=
  diagonal (Sum.elim (fun _ => 1) (fun _ => -1))
```

Multiplying the hole rows of \(M\) by \(-1\) gives \(N=JM\). Lean checks this entry by entry.

```lean
/-- The RPA matrix is the metric times the stability matrix. -/
theorem ppRPA_eq_metric_mul (A : Matrix p p ℝ) (B : Matrix p q ℝ) (C : Matrix q q ℝ) :
    ppRPA A B C = metric p q * stability A B C := by
  ext i j
  rw [metric, diagonal_mul]
  rcases i with i | i <;> rcases j with j | j <;> simp [ppRPA, stability]
```

The derivation uses symmetry each time it diagonalises a matrix orthogonally. Symmetry of \(A\) and \(C\) is not a separate assumption, because Mathlib's `PosDef` includes it. Without symmetry this argument is lost, and complex orbitals would need a Hermitian version. The blocks are arbitrary matrices here; their construction from orbital energies and integrals is not modelled.

## Positive definiteness makes the frequencies real

Physically, \(z^TMz>0\) for every nonzero pair amplitude \(z\) says that the reference state is stable against pair fluctuations at the chosen chemical potential. This is assumed, not derived from a Hamiltonian.

By hand, write \(M=U\,\mathrm{diag}(m_i)\,U^T\) with \(U\) orthogonal and all \(m_i>0\). Put \(S=U\,\mathrm{diag}(\sqrt{m_i})\), so that \(M=SS^T\). The matrix \(S^TJS\) is symmetric, hence \(S^TJS=V\,\mathrm{diag}(e_i)\,V^T\) with \(V\) orthogonal and \(e_i\) real. With \(W=SV\),

\[
WW^T=SVV^TS^T=M,\qquad W^TJW=V^T(S^TJS)V=\mathrm{diag}(e_i).
\]

Since \(N=(JW)W^T\), and a product of two square matrices has the same characteristic polynomial in either order,

\[
\det(\lambda I-N)=\det(\lambda I-W^TJW)=\prod_i(\lambda-e_i).
\]

The frequencies are therefore the real numbers \(e_i\).

The first lemma supplies the orthogonal diagonalisation, taking Mathlib's orthonormal eigenvectors as the columns of \(U\).

```lean
/-- A real symmetric matrix is diagonalised by an orthogonal matrix. -/
theorem orthogonal_diagonalisation {M : Matrix n n ℝ} (hM : M.IsHermitian) :
    ∃ U : Matrix n n ℝ, Uᵀ * U = 1 ∧ M = U * diagonal hM.eigenvalues * Uᵀ := by
  let U : Matrix n n ℝ := Matrix.of fun i j => (hM.eigenvectorBasis j).ofLp i
  have hU : Uᵀ * U = 1 := by
    ext i j
    have h := orthonormal_iff_ite.1 hM.eigenvectorBasis.orthonormal i j
    rw [Matrix.mul_apply, Matrix.one_apply, ← h, PiLp.inner_apply]
    refine Finset.sum_congr rfl fun k _ => ?_
    simp [U, mul_comm]
  have hMU : M * U = U * diagonal hM.eigenvalues := by
    ext i j
    rw [mul_diagonal, mul_comm]
    exact congrFun (hM.mulVec_eigenvectorBasis j) i
  refine ⟨U, hU, ?_⟩
  rw [← hMU, mul_assoc, mul_eq_one_comm.1 hU, mul_one]
```

The second carries out the construction of \(W\). Positivity enters through `hM.eigenvalues_pos`, which justifies the square roots in `R`. The final `calc` block is the computation of \(W^TJW\).

```lean
/-- A positive definite `M` and a symmetric `J` admit a common matrix `W` of modes with
`M = W Wᵀ` and `Wᵀ J W` diagonal. -/
theorem exists_modes {M J : Matrix n n ℝ} (hM : M.PosDef) (hJ : Jᵀ = J) :
    ∃ (W : Matrix n n ℝ) (e : n → ℝ), M = W * Wᵀ ∧ Wᵀ * J * W = diagonal e := by
  obtain ⟨U, -, hMU⟩ := orthogonal_diagonalisation hM.isHermitian
  -- a square root of the eigenvalues gives `M = S Sᵀ`
  let R : Matrix n n ℝ := diagonal fun i => √(hM.isHermitian.eigenvalues i)
  have hR : R * Rᵀ = diagonal hM.isHermitian.eigenvalues := by
    simp only [R, diagonal_transpose, diagonal_mul_diagonal]
    congr 1
    funext i
    exact Real.mul_self_sqrt (hM.eigenvalues_pos i).le
  obtain ⟨S, hS⟩ : ∃ S : Matrix n n ℝ, M = S * Sᵀ := by
    refine ⟨U * R, ?_⟩
    rw [transpose_mul, mul_assoc, ← mul_assoc R, hR, ← mul_assoc]
    exact hMU
  have hH : (Sᵀ * J * S).IsHermitian := by
    rw [Matrix.IsHermitian, conjTranspose_eq_transpose_of_trivial, transpose_mul,
      transpose_mul, transpose_transpose, hJ, mul_assoc]
  -- rotate `S` to the eigenbasis of `Sᵀ J S`
  obtain ⟨V, hV, hHV⟩ := orthogonal_diagonalisation hH
  refine ⟨S * V, hH.eigenvalues, ?_, ?_⟩
  · rw [transpose_mul, mul_assoc, ← mul_assoc V, mul_eq_one_comm.1 hV, one_mul]
    exact hS
  · calc (S * V)ᵀ * J * (S * V) = Vᵀ * (Sᵀ * J * S) * V := by
          rw [transpose_mul]; noncomm_ring
      _ = Vᵀ * (V * diagonal hH.eigenvalues * Vᵀ) * V := by rw [← hHV]
      _ = (Vᵀ * V) * diagonal hH.eigenvalues * (Vᵀ * V) := by noncomm_ring
      _ = diagonal hH.eigenvalues := by rw [hV, one_mul, mul_one]
```

## The metric's signs fix the count

The number of \(+1\) entries in \(J\) is the number of particle pairs, and the number of \(-1\) entries is the number of hole pairs. With \(J=I\) instead, \(N\) would equal \(M\) and every root would be positive.

To count, keep only the columns of \(W\) with \(e_i>0\). Let \(P\) be their particle rows and \(Q\) their hole rows. Then \(P^TP-Q^TQ=\mathrm{diag}(f_i)\), where the \(f_i\) are the retained positive \(e_i\). If \(Px=0\), then

\[
\sum_i f_i x_i^2=-\lVert Qx\rVert^2\le 0,
\]

which forces \(x=0\). So \(P\) is injective and has no more columns than rows: at most \(|p|\) of the \(e_i\) are positive. This is `card_modes_le`, where `key` and `hsum` give the displayed identity.

```lean
omit [DecidableEq p] [DecidableEq q] in
/-- If `Pᵀ P - Qᵀ Q` is diagonal with positive entries, there are no more modes (columns)
than rows of `P`. -/
theorem card_modes_le {k : Type*} [Fintype k] [DecidableEq k] (P : Matrix p k ℝ)
    (Q : Matrix q k ℝ) (f : k → ℝ) (hf : ∀ i, 0 < f i)
    (hPQ : Pᵀ * P - Qᵀ * Q = diagonal f) : Fintype.card k ≤ Fintype.card p := by
  have inj : Function.Injective P.mulVecLin := by
    rw [← LinearMap.ker_eq_bot, LinearMap.ker_eq_bot']
    intro x hx
    rw [mulVecLin_apply] at hx
    have key : x ⬝ᵥ (diagonal f *ᵥ x) = -((Q *ᵥ x) ⬝ᵥ (Q *ᵥ x)) := by
      rw [← hPQ, sub_mulVec, ← mulVec_mulVec, ← mulVec_mulVec, hx, mulVec_zero, zero_sub,
        dotProduct_neg, dotProduct_mulVec x Qᵀ, vecMul_transpose]
    have hsum : x ⬝ᵥ (diagonal f *ᵥ x) = ∑ i, f i * x i ^ 2 := by
      simp only [dotProduct, mulVec_diagonal]
      exact Finset.sum_congr rfl fun i _ => by ring
    have hQ : 0 ≤ (Q *ᵥ x) ⬝ᵥ (Q *ᵥ x) := Finset.sum_nonneg fun i _ => mul_self_nonneg _
    have hnn : ∀ i ∈ Finset.univ, 0 ≤ f i * x i ^ 2 :=
      fun i _ => mul_nonneg (hf i).le (sq_nonneg _)
    have h0 : ∑ i, f i * x i ^ 2 = 0 :=
      le_antisymm (by linarith) (Finset.sum_nonneg hnn)
    funext i
    have hi := (Finset.sum_eq_zero_iff_of_nonneg hnn).1 h0 i (Finset.mem_univ i)
    simpa [(hf i).ne'] using hi
  simpa using LinearMap.finrank_le_finrank_of_injective inj
```

Exchanging the roles of \(P\) and \(Q\) and reversing the sign shows that at most \(|q|\) of the \(e_i\) are negative. If none vanishes, the two counts add up to \(|p|+|q|\), so both bounds are equalities. In `inertia`, the identity `hE` expands \(W^TJW\) into its particle and hole parts, `hpos` and `hneg` are the two bounds, and `hall` says that every \(e_i\) falls into one of the two classes.

```lean
/-- If `Wᵀ J W = diag e` for the pair metric `J` and no `e i` vanishes, then exactly as many
`e i` are positive as there are particle pairs, and as many negative as hole pairs. -/
theorem inertia (W : Matrix (p ⊕ q) (p ⊕ q) ℝ) (e : p ⊕ q → ℝ)
    (hW : Wᵀ * metric p q * W = diagonal e) (he : ∀ i, e i ≠ 0) :
    Fintype.card {i // 0 < e i} = Fintype.card p ∧
      Fintype.card {i // e i < 0} = Fintype.card q := by
  have hE : ∀ i j, ∑ a, W (Sum.inl a) i * W (Sum.inl a) j
      - ∑ b, W (Sum.inr b) i * W (Sum.inr b) j = diagonal e i j := by
    intro i j
    have h := congrFun (congrFun hW i) j
    rw [Matrix.mul_apply] at h
    simp only [metric, mul_diagonal, transpose_apply, Fintype.sum_sum_type, Sum.elim_inl,
      Sum.elim_inr, mul_one, mul_neg, neg_mul, Finset.sum_neg_distrib] at h
    linarith
  have hpos : Fintype.card {i // 0 < e i} ≤ Fintype.card p := by
    refine card_modes_le (W.submatrix Sum.inl Subtype.val) (W.submatrix Sum.inr Subtype.val)
      (fun i => e i.1) (fun i => i.2) ?_
    ext i j
    rw [Matrix.sub_apply, Matrix.mul_apply, Matrix.mul_apply]
    refine (hE i.1 j.1).trans ?_
    by_cases hij : i = j
    · subst hij; simp
    · have hv : i.1 ≠ j.1 := fun h => hij (Subtype.ext h)
      rw [diagonal_apply_ne _ hv, diagonal_apply_ne _ hij]
  have hneg : Fintype.card {i // e i < 0} ≤ Fintype.card q := by
    refine card_modes_le (W.submatrix Sum.inr Subtype.val) (W.submatrix Sum.inl Subtype.val)
      (fun i => -e i.1) (fun i => neg_pos.2 i.2) ?_
    ext i j
    rw [Matrix.sub_apply, Matrix.mul_apply, Matrix.mul_apply]
    refine (neg_sub _ _).symm.trans ((congrArg Neg.neg (hE i.1 j.1)).trans ?_)
    by_cases hij : i = j
    · subst hij; simp
    · have hv : i.1 ≠ j.1 := fun h => hij (Subtype.ext h)
      rw [diagonal_apply_ne _ hv, diagonal_apply_ne _ hij, neg_zero]
  -- every mode is positive or negative, so both bounds are attained
  have hall : Fintype.card (p ⊕ q) ≤
      Fintype.card {i // 0 < e i} + Fintype.card {i // e i < 0} := by
    rw [Fintype.card_subtype, Fintype.card_subtype, ← Finset.card_univ]
    refine (Finset.card_le_card fun i _ => ?_).trans (Finset.card_union_le _ _)
    rcases lt_or_gt_of_ne (he i) with h | h <;> simp [h]
  rw [Fintype.card_sum] at hall
  omega
```

## Positive definiteness also excludes zero frequencies

Because \(\det M=(\det W)^2\) is positive, \(\det W\ne0\). Hence

\[
\prod_i e_i=\det(W^TJW)=(\det W)^2\det J\ne0,
\]

and no \(e_i\) is zero. This completes the count.

The main theorem has the single hypothesis `hM`. Its three conclusions are that the characteristic polynomial splits, that \(|p|\) of its roots are positive, and that \(|q|\) are negative. Here `roots` is a multiset, so `countP` counts repeated roots repeatedly. Either set of pairs may be empty.

In the proof, `hchar` is the factorisation, `hroots` reads off the roots, and `he` is the determinant argument.

```lean
/-- For a positive definite stability matrix the characteristic polynomial of the
particle-particle RPA matrix splits over the reals, with as many positive roots as particle
pairs and as many negative roots as hole pairs, counted with multiplicity. -/
theorem ppRPA_spectrum (A : Matrix p p ℝ) (B : Matrix p q ℝ) (C : Matrix q q ℝ)
    (hM : (stability A B C).PosDef) :
    (ppRPA A B C).charpoly.Splits ∧
      (ppRPA A B C).charpoly.roots.countP (fun ω => 0 < ω) = Fintype.card p ∧
      (ppRPA A B C).charpoly.roots.countP (fun ω => ω < 0) = Fintype.card q := by
  obtain ⟨W, e, hMW, hW⟩ := exists_modes (J := metric p q) hM (diagonal_transpose _)
  -- the frequencies are the diagonal entries `e i`
  have hchar : (ppRPA A B C).charpoly = ∏ i, (X - Polynomial.C (e i)) := by
    rw [ppRPA_eq_metric_mul, hMW, ← mul_assoc, charpoly_mul_comm, ← mul_assoc, hW,
      Matrix.charpoly, ← det_diagonal]
    congr 1
    refine Matrix.ext fun i j => ?_
    by_cases hij : i = j
    · subst hij; simp [charmatrix_apply_eq]
    · simp [charmatrix_apply_ne, hij]
  have hroots : (ppRPA A B C).charpoly.roots = Finset.univ.val.map e := by
    rw [hchar, ← roots_multiset_prod_X_sub_C (Finset.univ.val.map e), Multiset.map_map]
    rfl
  -- no frequency vanishes, by determinants
  have he : ∀ i, e i ≠ 0 := by
    have hdW : W.det ≠ 0 := by
      intro h
      have hd := hM.det_pos
      rw [hMW, det_mul, h, zero_mul] at hd
      exact lt_irrefl _ hd
    have hdJ : (metric p q).det ≠ 0 := by
      simp [metric, det_diagonal, Fintype.prod_sum_type]
    have hd : ∏ i, e i ≠ 0 := by
      rw [← det_diagonal, ← hW, det_mul, det_mul, det_transpose]
      exact mul_ne_zero (mul_ne_zero hdW hdJ) hdW
    exact fun i => Finset.prod_ne_zero_iff.1 hd i (Finset.mem_univ i)
  obtain ⟨h1, h2⟩ := inertia W e hW he
  refine ⟨?_, ?_, ?_⟩
  · rw [splits_iff_card_roots, hroots, charpoly_natDegree_eq_dim, Multiset.card_map]
    rfl
  · rw [hroots, Multiset.countP_map, ← h1, Fintype.card_subtype]
    rfl
  · rw [hroots, Multiset.countP_map, ← h2, Fintype.card_subtype]
    rfl
```

## The norm identifies addition and removal modes

Let \(Nz=\omega z\) with \(z\neq0\) real. Since \(J^2=I\), this is the same as \(Mz=\omega Jz\), and therefore

\[
0<z^TMz=\omega\,z^TJz .
\]

The frequency and the metric norm are both nonzero and have the same sign. After rescaling to \(z^TJz=\pm1\), addition modes have norm \(+1\), removal modes have norm \(-1\), and \(z^TMz=|\omega|\). The Lean statement allows any nonzero `z`, normalised or not. Its proof derives \(Mz=\omega Jz\) as `hMz` and then applies positive definiteness to `z`.

```lean
/-- For a positive definite stability matrix, the frequency of a real mode and its norm in
the pair metric are nonzero and have the same sign. -/
theorem frequency_mul_norm_pos (A : Matrix p p ℝ) (B : Matrix p q ℝ) (C : Matrix q q ℝ)
    (hM : (stability A B C).PosDef) (ω : ℝ) (z : p ⊕ q → ℝ) (hz : z ≠ 0)
    (hmode : ppRPA A B C *ᵥ z = ω • z) : 0 < ω * (z ⬝ᵥ (metric p q *ᵥ z)) := by
  have hJ : metric p q * metric p q = 1 := by
    rw [metric, diagonal_mul_diagonal, ← diagonal_one]
    congr 1
    funext i
    rcases i with i | i <;> simp
  have hMz : stability A B C *ᵥ z = ω • (metric p q *ᵥ z) := by
    rw [← mulVec_smul, ← hmode, ppRPA_eq_metric_mul, mulVec_mulVec, ← mul_assoc, hJ, one_mul]
  have h := hM.dotProduct_mulVec_pos hz
  rwa [star_trivial, hMz, dotProduct_smul, smul_eq_mul] at h
```

In a dense-matrix code, the same algebra turns the nonsymmetric problem for \(N\) into a symmetric one. A Cholesky factorisation \(M=LL^T\) can play the part of \(S\). A symmetric eigensolver applied to \(L^TJL\) returns frequencies \(e_i\) and orthonormal vectors \(v_i\), and the RPA amplitudes are

\[
z_i=\frac{JLv_i}{\sqrt{|e_i|}},\qquad z_i^TJz_i=\operatorname{sign}(e_i).
\]

If the factorisation fails, \(M\) is not numerically positive definite. If it succeeds, the number of positive \(e_i\) equals the number of particle pairs in exact arithmetic, whatever the entries of the blocks. A mismatch therefore points to an error in \(J\) or in the numerical steps; agreement does not show that \(A\), \(B\) and \(C\) were built correctly.

The choice of chemical potential matters for whether \(M\) is positive definite. Raising it by \(\delta\) replaces \(M\) by \(M-2\delta J\) and \(N\) by \(N-2\delta I\). All frequencies shift together and stay real, but \(M\) may lose positive definiteness and roots may change sign.

## Strong coupling can remove every real mode

Take one particle pair and one hole pair, with \(A=C=1\) and \(B=2\). Then \(M\) has eigenvalues \(3\) and \(-1\), so the reference is unstable, and

\[
N=\begin{pmatrix}1&2\\-2&-1\end{pmatrix},\qquad \det(\lambda I-N)=\lambda^2+3 .
\]

The frequencies are \(\pm i\sqrt3\). The Lean theorem states the real-vector version: if \(Nz=\omega z\) with \(\omega\) and \(z\) real, then \(z=0\). Its proof combines the two component equations into \((\omega^2+3)z_a=0\) for each component \(z_a\), and \(\omega^2+3\) is never zero.

Instability need not produce complex frequencies. With \(A=1\), \(B=0\), \(C=-2\), the roots are \(1\) and \(2\): both are real, but the count of one positive and one negative fails.

```lean
/-- With one particle pair and one hole pair, `A = C = 1` and coupling `B = 2`, the RPA
matrix has no real mode. -/
theorem no_real_mode_strong_coupling (ω : ℝ) (z : Fin 1 ⊕ Fin 1 → ℝ)
    (hmode : ppRPA !![1] !![2] !![1] *ᵥ z = ω • z) : z = 0 := by
  have h1 := congrFun hmode (Sum.inl 0)
  have h2 := congrFun hmode (Sum.inr 0)
  simp only [ppRPA, mulVec, dotProduct, Fintype.sum_sum_type, Fin.sum_univ_one,
    fromBlocks_apply₁₁, fromBlocks_apply₁₂, fromBlocks_apply₂₁, fromBlocks_apply₂₂,
    Matrix.neg_apply, transpose_apply, Pi.smul_apply, smul_eq_mul, of_apply,
    cons_val_fin_one] at h1 h2
  have hω : ω ^ 2 + 3 ≠ 0 := by positivity
  have ha : (ω ^ 2 + 3) * z (Sum.inl 0) = 0 := by
    linear_combination (-(ω + 1)) * h1 - 2 * h2
  have hb : (ω ^ 2 + 3) * z (Sum.inr 0) = 0 := by
    linear_combination 2 * h1 + (1 - ω) * h2
  funext i
  rcases i with i | i
  · rw [Subsingleton.elim i 0]
    exact (mul_eq_zero.1 ha).resolve_left hω
  · rw [Subsingleton.elim i 0]
    exact (mul_eq_zero.1 hb).resolve_left hω

end

end ParticleParticleRPA
```

```lean
#print axioms ParticleParticleRPA.ppRPA_spectrum
#print axioms ParticleParticleRPA.frequency_mul_norm_pos
#print axioms ParticleParticleRPA.no_real_mode_strong_coupling
```

```
'ParticleParticleRPA.ppRPA_spectrum' depends on axioms: [propext, Classical.choice, Quot.sound]
'ParticleParticleRPA.frequency_mul_norm_pos' depends on axioms: [propext, Classical.choice, Quot.sound]
'ParticleParticleRPA.no_real_mode_strong_coupling' depends on axioms: [propext, Classical.choice, Quot.sound]
```
